# The $n = 2$ fine-structure splitting in Sommerfeld's formula

## Definitions and conventions

An electron of mass $m$ moves in the Coulomb field of a fixed point nucleus of charge number $Z$. With $\alpha$ the fine-structure constant, the coupling is $x = Z\alpha$. A level is labelled by the principal quantum number $n$ and the total angular momentum $j$. Put

$$\kappa = j + \tfrac12, \qquad \gamma = \sqrt{\kappa^2 - x^2}.$$

Here $\kappa$ is the magnitude of the Dirac quantum number, without its sign. Sommerfeld's formula gives the energy, rest energy included, in units of $mc^2$ with $c$ the speed of light:

$$E(n,j,x) = \frac{1}{\sqrt{1 + \left(\dfrac{x}{n - \kappa + \gamma}\right)^2}}.$$

The formula is taken as the definition of $E$; that it gives the bound-state energies of the Dirac–Coulomb Hamiltonian is assumed and not derived. The splitting of the $n = 2$ shell is

$$\Delta(x) = E(2,\tfrac32,x) - E(2,\tfrac12,x).$$

For a one-electron ion such as He$^+$, where $x = 2\alpha$, this is the $2p_{3/2}$–$2p_{1/2}$ interval in the model of an infinitely heavy point nucleus without recoil or radiative corrections; the fine structure of neutral helium involves the Breit interaction between two electrons, which the model does not contain.

## The claim

For $0 < x < 1$,

$$E(2,\tfrac32,x) = \sqrt{1 - \frac{x^2}{4}}, \qquad E(2,\tfrac12,x) = \sqrt{\frac{1 + \sqrt{1 - x^2}}{2}}, \qquad \Delta(x) > 0,$$

and as $x \to 0$,

$$\Delta(x) = \frac{x^4}{32} + \frac{5x^6}{256} + O(x^8).$$

The remainder is at most $x^8/7$ in absolute value whenever $x^2 < 1$.

## Derivation by hand

**Closed form.** Let $x^2 < \kappa^2$ and $\kappa \le n$. Then $\gamma > 0$, and $D = n - \kappa + \gamma$ is positive. Since $\gamma^2 + x^2 = \kappa^2$,

$$1 + \frac{x^2}{D^2} = \frac{D^2 + x^2}{D^2} = \frac{(n-\kappa)^2 + 2(n-\kappa)\gamma + \kappa^2}{D^2}.$$

Because $D > 0$, $\sqrt{D^2} = D$, and

$$E = \frac{n - \kappa + \gamma}{\sqrt{(n-\kappa)^2 + 2(n-\kappa)\gamma + \kappa^2}}.$$

**The two levels.** For $j = n - \tfrac12$ one has $\kappa = n$, so $E = \sqrt{n^2 - x^2}/\sqrt{n^2} = \sqrt{1 - x^2/n^2}$ when $x^2 < n^2$. At $n = 2$ this is the $j = \tfrac32$ level. For $n = 2$, $j = \tfrac12$ one has $\kappa = 1$ and $n - \kappa = 1$. Writing $g = \sqrt{1 - x^2}$ for the value of $\gamma$,

$$E(2,\tfrac12,x) = \frac{1 + g}{\sqrt{1 + 2g + 1}} = \frac{1+g}{\sqrt{2(1+g)}} = \sqrt{\frac{1+g}{2}}.$$

**Positivity.** With $x^2 = 1 - g^2$,

$$E(2,\tfrac32,x)^2 - E(2,\tfrac12,x)^2 = 1 - \frac{1 - g^2}{4} - \frac{1+g}{2} = \frac{(1-g)^2}{4}.$$

For $0 < x < 1$ one has $g < 1$, so the right side is positive. The upper level is non-negative and has the larger square, hence $\Delta > 0$.

**A Taylor bound.** Let $P(v) = 1 - v/2 - v^2/8 - v^3/16$ be the cubic Taylor polynomial of $\sqrt{1-v}$. For $v \le 1$ put $s = \sqrt{1-v} \ge 0$, so that $v = 1 - s^2$. Expanding in $s$ gives

$$P(v) - s = \frac{(1-s)^4 (s^2 + 4s + 5)}{16} \ge 0.$$

Since $v^4 = (1-s)^4(1+s)^4$ and $5(1+s)^4 - (s^2+4s+5) = 5s^4 + 20s^3 + 29s^2 + 16s \ge 0$,

$$0 \le P(v) - \sqrt{1-v} \le \tfrac{5}{16}v^4 .$$

**The expansion.** Let $t = x^2 < 1$ and $u = (1-g)/2$, so that $g = 1 - 2u$ and the lower level is $\sqrt{1-u}$. Squaring $g$ gives $(1-2u)^2 = 1 - t$, that is

$$u^2 = u - \frac t4, \qquad u^3 = u^2 - \frac{ut}{4} = u - \frac t4 - \frac{ut}{4}.$$

From $u = u^2 + t/4$ follows $u \ge 0$. From $u(1-2u) \ge 0$ follows $u \ge 2u^2 = 2u - t/2$, hence $u \le t/2$. Define three remainders by

$$\sqrt{1 - t/4} = P(t/4) - a, \qquad g = P(t) - r, \qquad \sqrt{1-u} = P(u) - b.$$

The Taylor bound gives $0 \le a \le 5t^4/4096$, $0 \le r \le 5t^4/16$ and $0 \le b \le 5u^4/16 \le 5t^4/256$. The relations for $u^2$ and $u^3$ make $P(u)$ linear in $u$, and the second remainder fixes $u$:

$$P(u) = 1 - \frac{11u}{16} + \frac{3t}{64} + \frac{ut}{64}, \qquad u = \frac{1 - P(t) + r}{2} = \frac t4 + \frac{t^2}{16} + \frac{t^3}{32} + \frac r2 .$$

With $P(t/4) = 1 - t/8 - t^2/128 - t^3/1024$,

$$\Delta = P(t/4) - a - P(u) + b = -\frac{11t}{64} - \frac{t^2}{128} - \frac{t^3}{1024} + \frac{11u}{16} - \frac{ut}{64} - a + b .$$

Insert $u$. The terms in $t$ cancel, $-\tfrac{11}{64} + \tfrac{11}{64} = 0$. The coefficient of $t^2$ is $-\tfrac1{128} + \tfrac{11}{256} - \tfrac1{256} = \tfrac1{32}$, and that of $t^3$ is $-\tfrac1{1024} + \tfrac{11}{512} - \tfrac1{1024} = \tfrac5{256}$. What remains is

$$\rho = \Delta - \frac{t^2}{32} - \frac{5t^3}{256} = -\frac{t^4}{2048} + \frac{11r}{32} - \frac{rt}{128} - a + b .$$

Discarding the non-positive terms gives $\rho \le (\tfrac{55}{512} + \tfrac{10}{512})t^4 = \tfrac{65}{512}t^4$. Since $rt \le r$, the two terms in $r$ are together non-negative, so $\rho \ge -(\tfrac{2}{4096} + \tfrac{5}{4096})t^4$. Both constants are below $\tfrac17$ in magnitude, so $|\rho| \le x^8/7$.

## Formal development

```lean
import Mathlib

open Filter Topology Asymptotics

namespace SommerfeldFineStructure

noncomputable section
```

The opened namespaces supply the neighbourhood filter `𝓝` and the relation `=O[𝓝 0]` of the final theorem.

```lean
/-- The quantity `γ = √((j + 1/2)² - x²)` for total angular momentum `j` and coupling `x = Zα`. -/
def gam (j x : ℝ) : ℝ := √((j + 1 / 2) ^ 2 - x ^ 2)
```

The function `gam` is $\gamma$, with $\kappa$ written out as `j + 1 / 2`. Both `j` and `x` are real numbers, so nothing in the type restricts $j$ to half-integers or $x$ to multiples of $\alpha$.

```lean
/-- Sommerfeld's fine-structure formula: the energy, in units of `mc²`, of the level with
principal quantum number `n` and total angular momentum `j` at coupling `x = Zα`. -/
def sommerfeld (n : ℕ) (j x : ℝ) : ℝ :=
  1 / √(1 + (x / (n - (j + 1 / 2) + gam j x)) ^ 2)
```

The function `sommerfeld` is $E(n,j,x)$. The natural number `n` is cast to a real before the subtraction, so $n - \kappa$ can be negative and the condition $\kappa \le n$ has to be stated where it is needed. The orbital quantum number does not enter; `sommerfeld 2 (1 / 2) x` stands for $2s_{1/2}$ and $2p_{1/2}$ alike. There is no Hamiltonian, wave function or nuclear mass in the definition.

```lean
/-- The fine-structure splitting of the `n = 2` shell: the `j = 3/2` energy minus the
`j = 1/2` energy. -/
def splitting (x : ℝ) : ℝ := sommerfeld 2 (3 / 2) x - sommerfeld 2 (1 / 2) x
```

This is $\Delta(x)$, again in units of $mc^2$.

```lean
/-- For `x² < κ²` and `κ ≤ n`, with `κ = j + 1/2`, the energy equals
`(n - κ + γ) / √((n - κ)² + 2(n - κ)γ + κ²)`. -/
theorem sommerfeld_closed_form (n : ℕ) (j x : ℝ) (hx : x ^ 2 < (j + 1 / 2) ^ 2)
    (hn : j + 1 / 2 ≤ n) :
    sommerfeld n j x = (n - (j + 1 / 2) + gam j x) /
      √((n - (j + 1 / 2)) ^ 2 + 2 * (n - (j + 1 / 2)) * gam j x + (j + 1 / 2) ^ 2) := by
  have hγ : 0 < gam j x := Real.sqrt_pos.2 (by linarith)
  have hsq : gam j x ^ 2 = (j + 1 / 2) ^ 2 - x ^ 2 := Real.sq_sqrt (by linarith)
  unfold sommerfeld
  generalize gam j x = g at hγ hsq ⊢
  have hD : 0 < (n : ℝ) - (j + 1 / 2) + g := by linarith
  have hD2 := pow_ne_zero 2 hD.ne'
  -- common denominator, using γ² + x² = κ²
  have e : 1 + (x / (n - (j + 1 / 2) + g)) ^ 2 =
      (((n : ℝ) - (j + 1 / 2)) ^ 2 + 2 * (n - (j + 1 / 2)) * g + (j + 1 / 2) ^ 2) /
        (n - (j + 1 / 2) + g) ^ 2 := by
    rw [div_pow, eq_div_iff hD2, add_mul, div_mul_cancel₀ _ hD2]
    linear_combination hsq
  rw [e, Real.sqrt_div' _ (sq_nonneg _), Real.sqrt_sq hD.le, one_div_div]
```

The hypotheses `hx` and `hn` are $x^2 < \kappa^2$ and $\kappa \le n$. After recording $\gamma > 0$ and $\gamma^2 = \kappa^2 - x^2$ as `hγ` and `hsq`, the proof replaces `gam j x` by a variable `g` about which only these two statements are known. Then `hD` is $D > 0$, and `e` is the common-denominator step, whose numerator identity `linear_combination hsq` obtains from $\gamma^2 + x^2 = \kappa^2$. In the last line `Real.sqrt_sq hD.le` is the step $\sqrt{D^2} = D$, the place where the sign of $D$ is used.

```lean
/-- For `j = n - 1/2` and `x² < n²` the energy is `√(1 - x²/n²)`. -/
theorem sommerfeld_max_j (n : ℕ) (x : ℝ) (hx : x ^ 2 < (n : ℝ) ^ 2) :
    sommerfeld n (n - 1 / 2) x = √(1 - x ^ 2 / (n : ℝ) ^ 2) := by
  have hk : (n : ℝ) - 1 / 2 + 1 / 2 = n := by ring
  have hn : (n : ℝ) ^ 2 ≠ 0 := (lt_of_le_of_lt (sq_nonneg x) hx).ne'
  have e : 1 - x ^ 2 / (n : ℝ) ^ 2 = ((n : ℝ) ^ 2 - x ^ 2) / (n : ℝ) ^ 2 := by
    rw [sub_div, div_self hn]
  rw [sommerfeld_closed_form n _ x (by rw [hk]; exact hx) hk.le]
  unfold gam
  rw [hk, sub_self, e, Real.sqrt_div' _ (sq_nonneg _)]
  simp
```

This is the case $\kappa = n$ for every $n$. The hypothesis $x^2 < n^2$ excludes $n = 0$, which is how `hn` obtains $n^2 \ne 0$; at $n = 1$ the statement reads $E(1,\tfrac12,x) = \sqrt{1 - x^2}$. The closed form is applied, `sub_self` sets $n - \kappa$ to zero, and both sides become $\sqrt{n^2 - x^2}/\sqrt{n^2}$.

```lean
/-- For `x² < 4` the `n = 2`, `j = 3/2` energy is `√(1 - x²/4)`. -/
theorem level_three_halves (x : ℝ) (hx : x ^ 2 < 4) :
    sommerfeld 2 (3 / 2) x = √(1 - x ^ 2 / 4) := by
  have h1 : ((2 : ℕ) : ℝ) - 1 / 2 = 3 / 2 := by norm_num
  have h2 : ((2 : ℕ) : ℝ) ^ 2 = 4 := by norm_num
  have h := sommerfeld_max_j 2 x (by rw [h2]; exact hx)
  rw [h1, h2] at h
  exact h
```

The $j = \tfrac32$ level is the instance $n = 2$. It holds on the larger range $x^2 < 4$.

```lean
/-- For `x² < 1` the `n = 2`, `j = 1/2` energy is `√((1 + √(1 - x²))/2)`. -/
theorem level_one_half (x : ℝ) (hx : x ^ 2 < 1) :
    sommerfeld 2 (1 / 2) x = √((1 + √(1 - x ^ 2)) / 2) := by
  have hg : gam (1 / 2) x = √(1 - x ^ 2) := by
    unfold gam
    norm_num
  have ha : ((2 : ℕ) : ℝ) - (1 / 2 + 1 / 2) = 1 := by norm_num
  rw [sommerfeld_closed_form 2 _ x (by linarith) (by norm_num), hg, ha]
  have h0 := Real.sqrt_nonneg (1 - x ^ 2)
  generalize √(1 - x ^ 2) = g at h0 ⊢
  have e : (1 : ℝ) ^ 2 + 2 * 1 * g + (1 / 2 + 1 / 2) ^ 2 = 2 * (1 + g) := by ring
  have hp : 0 < √(2 * (1 + g)) := Real.sqrt_pos.2 (by linarith)
  have hh : 0 ≤ (1 + g) / 2 := by linarith
  have e2 : (1 + g) / 2 * (2 * (1 + g)) = (1 + g) ^ 2 := by ring
  have h1 : 0 ≤ 1 + g := by linarith
  rw [e]
  symm
  rw [eq_div_iff hp.ne', ← Real.sqrt_mul hh, e2, Real.sqrt_sq h1]
```

Here `hg` identifies $\gamma$ with $g = \sqrt{1-x^2}$, and `e` collects the radicand of the closed form into $2(1+g)$. The last step by hand, $(1+g)/\sqrt{2(1+g)} = \sqrt{(1+g)/2}$, is proved after clearing the denominator: the product of the two roots is the root of $\tfrac{1+g}{2}\cdot 2(1+g) = (1+g)^2$, which is `e2`.

```lean
/-- For `x² < 1` the squared `n = 2` energies differ by exactly `(1 - √(1 - x²))²/4`. -/
theorem sq_difference (x : ℝ) (hx : x ^ 2 < 1) :
    sommerfeld 2 (3 / 2) x ^ 2 - sommerfeld 2 (1 / 2) x ^ 2 = (1 - √(1 - x ^ 2)) ^ 2 / 4 := by
  have h0 := Real.sqrt_nonneg (1 - x ^ 2)
  have hsq : √(1 - x ^ 2) ^ 2 = 1 - x ^ 2 := Real.sq_sqrt (by linarith)
  have ha : √(1 - x ^ 2 / 4) ^ 2 = 1 - x ^ 2 / 4 := Real.sq_sqrt (by linarith)
  have hb : √((1 + √(1 - x ^ 2)) / 2) ^ 2 = (1 + √(1 - x ^ 2)) / 2 :=
    Real.sq_sqrt (by linarith)
  rw [level_three_halves x (by linarith), level_one_half x hx, ha, hb]
  linear_combination (-1 / 4) * hsq
```

The outer roots are removed by `ha` and `hb`. What is left is the polynomial identity of the positivity step, which differs from $g^2 = 1 - x^2$ by the factor $-\tfrac14$ supplied to `linear_combination`.

```lean
/-- For `u ≤ 1` the cubic Taylor polynomial of `√(1 - u)` exceeds it by an amount
between `0` and `5u⁴/16`. -/
theorem sqrt_taylor (u : ℝ) (h1 : u ≤ 1) :
    0 ≤ 1 - u / 2 - u ^ 2 / 8 - u ^ 3 / 16 - √(1 - u) ∧
      1 - u / 2 - u ^ 2 / 8 - u ^ 3 / 16 - √(1 - u) ≤ 5 / 16 * u ^ 4 := by
  have hs := Real.sqrt_nonneg (1 - u)
  have hsq : √(1 - u) ^ 2 = 1 - u := Real.sq_sqrt (by linarith)
  generalize √(1 - u) = s at hs hsq ⊢
  obtain rfl : u = 1 - s ^ 2 := by linarith
  -- the remainder factorises in s = √(1 - u)
  have e : 1 - (1 - s ^ 2) / 2 - (1 - s ^ 2) ^ 2 / 8 - (1 - s ^ 2) ^ 3 / 16 - s =
      (1 - s) ^ 4 * (s ^ 2 + 4 * s + 5) / 16 := by ring
  have e2 : 5 / 16 * (1 - s ^ 2) ^ 4 - (1 - s) ^ 4 * (s ^ 2 + 4 * s + 5) / 16 =
      (1 - s) ^ 4 * (5 * s ^ 4 + 20 * s ^ 3 + 29 * s ^ 2 + 16 * s) / 16 := by ring
  have h4 : 0 ≤ (1 - s) ^ 4 := by positivity
  have p1 : 0 ≤ (1 - s) ^ 4 * (s ^ 2 + 4 * s + 5) := mul_nonneg h4 (by positivity)
  have p2 : 0 ≤ (1 - s) ^ 4 * (5 * s ^ 4 + 20 * s ^ 3 + 29 * s ^ 2 + 16 * s) :=
    mul_nonneg h4 (by positivity)
  rw [e]
  constructor <;> linarith
```

The variable `u` of this lemma is the $v$ of the derivation. Its only hypothesis is `h1 : u ≤ 1`, so the bound is proved for negative arguments as well. The root is renamed `s`, and `obtain rfl` substitutes $1 - s^2$ for the argument, after which everything is polynomial in $s \ge 0$. The identities `e` and `e2` are the factorisations of the remainder and of its distance from $\tfrac5{16}v^4$, and `p1`, `p2` state that the factorised forms are non-negative.

```lean
/-- For `x² < 1` the splitting differs from `x⁴/32 + 5x⁶/256` by at most `x⁸/7`. -/
theorem splitting_remainder (x : ℝ) (hx : x ^ 2 < 1) :
    |splitting x - (x ^ 4 / 32 + 5 * x ^ 6 / 256)| ≤ x ^ 8 / 7 := by
  unfold splitting
  rw [level_three_halves x (by linarith), level_one_half x hx]
  obtain ⟨a0, a1⟩ := sqrt_taylor (x ^ 2 / 4) (by linarith)
  obtain ⟨r0, r1⟩ := sqrt_taylor (x ^ 2) hx.le
  have h0 := Real.sqrt_nonneg (1 - x ^ 2)
  have hsq : √(1 - x ^ 2) ^ 2 = 1 - x ^ 2 := Real.sq_sqrt (by linarith)
  -- write √(1 - x²) = 1 - 2u; the lower level is then √(1 - u)
  obtain ⟨u, hu⟩ : ∃ u : ℝ, √(1 - x ^ 2) = 1 - 2 * u := ⟨(1 - √(1 - x ^ 2)) / 2, by ring⟩
  rw [hu] at r0 r1 h0 hsq ⊢
  have e : (1 + (1 - 2 * u)) / 2 = 1 - u := by ring
  rw [e]
  -- u² = u - x²/4 lowers the powers of u
  have hu2 : u ^ 2 = u - x ^ 2 / 4 := by linear_combination (1 / 4) * hsq
  have hu3 : u ^ 3 = u - x ^ 2 / 4 - u * x ^ 2 / 4 := by linear_combination (u + 1) * hu2
  have u0 : 0 ≤ u := by linarith [sq_nonneg u, sq_nonneg x]
  have u1 : u ≤ x ^ 2 / 2 := by nlinarith [mul_nonneg u0 h0]
  have u4 : u ^ 4 ≤ (x ^ 2 / 2) ^ 4 := pow_le_pow_left₀ u0 u1 4
  have u5 : 0 ≤ u ^ 4 := by positivity
  obtain ⟨b0, b1⟩ := sqrt_taylor u (by linarith)
  have t0 := mul_nonneg r0 (sq_nonneg x)
  have t1 := mul_le_of_le_one_right r0 hx.le
  have x8 : 0 ≤ x ^ 8 := by positivity
  rw [abs_le]
  constructor <;> linarith
```

This is the explicit bound $|\rho| \le x^8/7$ for all real $x$ with $x^2 < 1$. The pairs `a0, a1`, `r0, r1` and `b0, b1` are the lower and upper bounds on $a$, $r$ and $b$. The number `u` is introduced through $g = 1 - 2u$; `hu2` and `hu3` are the reductions of $u^2$ and $u^3$, and `u0`, `u1`, `u4` give $0 \le u \le t/2$ and $u^4 \le (t/2)^4$. The one product of a remainder with a power of $x$, the term $rt$, is handled by `t0` ($rt \ge 0$) and `t1` ($rt \le r$). With these available, each half of the absolute-value inequality is a linear combination of known inequalities in which monomials such as $x^8$ and $ux^2$ are treated as unknowns, and `linarith` carries out the collection of coefficients done above.

The final theorem is a conjunction. Its first part says that for every real $x$ with $0 < x < 1$ the two levels have the closed forms of the claim and `0 < splitting x`. Its second part says that there is a constant $C$ with $|\Delta(x) - x^4/32 - 5x^6/256| \le C\,|x^8|$ for all $x$ in some neighbourhood of $0$. The filter `𝓝 0` is two-sided, so the estimate includes $x = 0$ and small negative $x$. The value of the constant is not part of this statement; it is recorded in `splitting_remainder`.

```lean
/-- For `0 < x < 1` the `n = 2` energies are `√(1 - x²/4)` for `j = 3/2` and
`√((1 + √(1 - x²))/2)` for `j = 1/2`, and their difference is positive; as `x → 0` the
difference equals `x⁴/32 + 5x⁶/256 + O(x⁸)`. -/
theorem fine_structure_n_two :
    (∀ x : ℝ, 0 < x → x < 1 →
      sommerfeld 2 (3 / 2) x = √(1 - x ^ 2 / 4) ∧
      sommerfeld 2 (1 / 2) x = √((1 + √(1 - x ^ 2)) / 2) ∧ 0 < splitting x) ∧
    (fun x : ℝ => splitting x - (x ^ 4 / 32 + 5 * x ^ 6 / 256)) =O[𝓝 0] fun x : ℝ => x ^ 8 := by
  constructor
  · intro x h0 h1
    have hx : x ^ 2 < 1 := by nlinarith
    have hpos : 0 < x ^ 2 := by positivity
    have hA := level_three_halves x (by linarith)
    refine ⟨hA, level_one_half x hx, ?_⟩
    -- the squares differ by a positive amount since √(1 - x²) < 1
    have hg := Real.sqrt_nonneg (1 - x ^ 2)
    have hsq : √(1 - x ^ 2) ^ 2 = 1 - x ^ 2 := Real.sq_sqrt (by linarith)
    have hlt : 0 < 1 - √(1 - x ^ 2) := by nlinarith
    have hd := sq_difference x hx
    have hp := pow_pos hlt 2
    have hn : 0 ≤ sommerfeld 2 (3 / 2) x := by
      rw [hA]
      exact Real.sqrt_nonneg _
    have hsqlt : sommerfeld 2 (1 / 2) x ^ 2 < sommerfeld 2 (3 / 2) x ^ 2 := by linarith
    have := (abs_lt_of_sq_lt_sq' hsqlt hn).2
    unfold splitting
    linarith
  · apply IsBigO.of_bound (1 / 7)
    filter_upwards [Ioo_mem_nhds (show (-1 : ℝ) < 0 by norm_num) (show (0 : ℝ) < 1 by norm_num)]
      with x hx
    have hx2 : x ^ 2 < 1 := by nlinarith [hx.1, hx.2]
    have x8 : 0 ≤ x ^ 8 := by positivity
    rw [Real.norm_eq_abs, Real.norm_eq_abs, abs_of_nonneg x8]
    linarith [splitting_remainder x hx2]

end

end SommerfeldFineStructure
```

```lean
#print axioms SommerfeldFineStructure.fine_structure_n_two
```

```
'SommerfeldFineStructure.fine_structure_n_two' depends on axioms: [propext, Classical.choice, Quot.sound]
```

In the first part, `hlt` is $g < 1$, which uses $x^2 > 0$. With `sq_difference` it gives the strict inequality `hsqlt` between the squares, and `abs_lt_of_sq_lt_sq'` passes from the squares to the energies using the non-negativity `hn` of the upper level. In the second part `IsBigO.of_bound (1 / 7)` fixes $C = \tfrac17$, the neighbourhood is the interval $(-1,1)$, and on it the required inequality is `splitting_remainder`.

## The role of the hypotheses

The small evaluations that follow are done on paper and lie beside the theorems, not among them.

Without $x > 0$ strict positivity fails at $x = 0$: there $x/D = 0$, both levels equal $1$, and $\Delta(0) = 0$.

Without $\kappa \le n$ the closed form can have the wrong sign. Take $n = 1$, $j = \tfrac92$, $x = 4$, so that $\kappa = 5$, $\gamma = 3$ and $D = -1$. The condition $x^2 < \kappa^2$ holds. The definition gives $E = 1/\sqrt{17}$, while the closed form gives $-1/\sqrt{16 - 24 + 25} = -1/\sqrt{17}$.

For $x > 1$ the quantity $\gamma$ of the $j = \tfrac12$ level is not real, and the formula gives no real energy for that level. Lean's square root returns $0$ on negative arguments, so at $x = 2$ the left side of `level_one_half` evaluates to $1/\sqrt5$ and the right side to $1/\sqrt2$.

## An alternative formulation

The level could be labelled by a natural number $\kappa$ with $1 \le \kappa \le n$ in place of a real $j$. The labels would then range exactly over the physical values $j = \tfrac12, \tfrac32, \dots, n - \tfrac12$, and a constrained type could carry the condition $\kappa \le n$, so that the sign counter-example could not be written down. The two $n = 2$ levels would be $\kappa = 2$ and $\kappa = 1$ with the same values, and the estimates would be unchanged. The general closed form would then be stated only for integer $\kappa$; the real-valued version also covers non-integer $\kappa$, because the algebra uses only $\gamma > 0$, $\gamma^2 + x^2 = \kappa^2$ and $\kappa \le n$.
